# Flat links on a discrete Brillouin torus need not be pure gauge

Suppose the Berry flux of a band is computed on a $k$-point mesh and vanishes on every plaquette. It is tempting to conclude that the phases of the Bloch states can be chosen so that all overlaps between neighbouring mesh points are real and positive. One fixes the phase at one point, carries it to the neighbour, and continues. On an open rectangular patch this works, because any two paths between the same points differ by plaquettes. On the periodic mesh the procedure can fail at the last step: after a full turn around the zone the transported phase returns to its starting point with a different value, although no plaquette carries flux. A path that winds around the torus is not built from plaquettes, so flatness does not fix the product of links along it; it only makes that product the same for parallel windings.

## The setting and the claim

The mesh is the torus of points $k=(k_1,k_2)$ with $k_1$ an integer modulo $N$ and $k_2$ an integer modulo $M$, where $N,M\ge 1$. The mesh steps are $e_x=(1,0)$ and $e_y=(0,1)$. A link field assigns two complex numbers $U_x(k)$ and $U_y(k)$ to each point, belonging to the links from $k$ to $k+e_x$ and from $k$ to $k+e_y$. In band theory, with $u(k)$ the cell-periodic Bloch state of one band, $U_x(k)$ is the overlap $\langle u(k)|u(k+e_x)\rangle$, assumed nonzero, divided by its modulus, and likewise for $U_y$. On a link that crosses the zone boundary the state at the far end is taken as $e^{-iG\cdot r}u$ at the equivalent mesh point, with $G$ the reciprocal lattice vector of that crossing and $r$ the position, because $u$ itself is not periodic in $k$. The plaquette with lower-left corner $k$ is

$$P(k)=U_x(k)\,U_y(k+e_x)\,\overline{U_x(k+e_y)}\,\overline{U_y(k)},$$

and the field is flat if $P(k)=1$ for all $k$. Multiplying $u(k)$ by a phase $g(k)$ with $|g(k)|=1$ multiplies the link along a step $e$ by $\overline{g(k)}\,g(k+e)$. A field is pure gauge if it arises in this way from the links that are all equal to one:

$$U_x(k)=\overline{g(k)}\,g(k+e_x),\qquad U_y(k)=\overline{g(k)}\,g(k+e_y).$$

**Claim.** Let $|c|=1$ and $c^N\neq 1$. The field $U_x=c$, $U_y=1$ is flat, and no unit phases $g$ satisfy $c=\overline{g(k)}\,g(k+e_x)$ for all $k$. Such a $c$ exists for every $N\ge1$. Moreover, constant links $U_x=c$, $U_y=d$ are pure gauge exactly when $c^N=1$ and $d^M=1$.

For a single isolated band of non-interacting electrons on a finite mesh, minus the phase of the product of links once around the zone along one direction, at fixed value of the other component of $k$, is the discretised Berry phase. Divided by $2\pi$, it approximates the coordinate of the hybrid Wannier centre along that direction, in units of the lattice vector and modulo one. The claim shows, for link fields taken as given data, that vanishing plaquette flux does not force this phase to vanish. What is said here about open patches, Bloch states and Wannier centres is physical background and was not put to Lean.

## Derivation by hand

For a field $U$, a step $e$ and $n\ge0$, define the Wilson line

$$W(U,e,n,k)=\prod_{j=0}^{n-1}U(k+je).$$

*Telescoping.* Let $U(k)=\overline{g(k)}\,g(k+e)$ with $|g|=1$. Then $W(U,e,n,k)=\overline{g(k)}\,g(k+ne)$. For $n=0$ the empty product is $1=\overline{g(k)}\,g(k)$. Going from $n$ to $n+1$ appends one link:

$$\overline{g(k)}\,g(k+ne)\cdot\overline{g(k+ne)}\,g(k+ne+e)=\overline{g(k)}\,g(k+(n+1)e),$$

since $\overline{g}\,g=1$ at the intermediate point.

*Pure gauge implies flat.* Inserting the pure-gauge form into $P(k)$ gives

$$P(k)=\overline{g(k)}\,g(k+e_x)\cdot\overline{g(k+e_x)}\,g(k+e_x+e_y)\cdot g(k+e_y)\,\overline{g(k+e_y+e_x)}\cdot g(k)\,\overline{g(k+e_y)}.$$

The points $k+e_x+e_y$ and $k+e_y+e_x$ coincide, so each of the four corners contributes a phase and its conjugate, and $P(k)=1$.

*Pure gauge implies trivial winding loops.* On the torus $Ne_x=0$ and $Me_y=0$. Telescoping with $n=N$, $e=e_x$ gives $\overline{g(k)}\,g(k)=1$, and the same holds with $n=M$, $e=e_y$.

*Constant unit links are flat.* For $|c|=|d|=1$ the plaquette is $c\,d\,\bar c\,\bar d=(\bar c c)(\bar d d)=1$. With $d=1$ this is the first half of the claim.

*The obstruction.* If $c=\overline{g(k)}\,g(k+e_x)$ for all $k$, the loop of $N$ steps along $e_x$ is a product of $N$ copies of $c$, hence $c^N$. By the third step it also equals $1$, which contradicts $c^N\neq1$.

*The criterion for constant links.* If $(c,d)$ is pure gauge, the same comparison in both directions gives $c^N=1$ and $d^M=1$. Conversely, assume these. Then $|c|^N=1$ and $|d|^M=1$ with $N,M\ge1$ give $|c|=|d|=1$. Let $a\in\{0,\dots,N-1\}$ and $b\in\{0,\dots,M-1\}$ represent $k_1$ and $k_2$, and set $g(k)=c^a d^b$, a unit phase. The step $e_x$ replaces $a$ by $(a+1)\bmod N$, and $c^{(a+1)\bmod N}=c^{a+1}$ because $c^N=1$; this covers the step from $a=N-1$ back to $0$. Hence $g(k+e_x)=c\,g(k)$ and $\overline{g(k)}\,g(k+e_x)=c$. The $y$ direction is the same with $d$, $b$ and $M$.

*Existence.* The number $c=e^{i\pi/N}$ has modulus one and $c^N=e^{i\pi}=-1\neq1$.

## A numerical instance

Take $N=3$, any $M\ge 1$, and $c=e^{i\pi/3}=\tfrac12+\tfrac{\sqrt3}{2}i$. Every plaquette is $c\cdot1\cdot\bar c\cdot1=\tfrac14+\tfrac34=1$. Along a row of fixed $k_2$ write $g_0,g_1,g_2$ for the phases at $k_1=0,1,2$. The condition $c=\bar g_0g_1$ means $g_1=c\,g_0$, and a common phase drops out of all links, so take $g_0=1$. Then $g_1=c$ and $g_2=c^2=-\tfrac12+\tfrac{\sqrt3}{2}i$. The closing link from $2$ to $0$ is now fixed: $\bar g_2g_0=-\tfrac12-\tfrac{\sqrt3}{2}i=-c$, where $c$ was required. The mismatch is the factor $c^3=-1$. For $\omega=e^{2\pi i/3}$ in place of $c$ the phases are $1,\omega,\omega^2$, the closing link is $\overline{\omega^2}=\omega$, and the row closes, in agreement with $\omega^3=1$.

## The formal development

```lean
import Mathlib

open ComplexConjugate Finset

namespace FlatTorusHolonomy

noncomputable section
```

With `ComplexConjugate` open, `conj z` is the complex conjugate $\bar z$.

```lean
/-- The discretised Brillouin torus with `N × M` k-points. -/
abbrev Torus (N M : ℕ) := ZMod N × ZMod M
```

`ZMod N` is the ring of integers modulo $N$, so a point of `Torus N M` is the pair $(k_1,k_2)$, written `k.1` and `k.2`, and addition wraps around in both components. In Mathlib `ZMod 0` is $\mathbb Z$, which is not periodic; the statements about winding loops therefore carry `[NeZero N]` and `[NeZero M]`, meaning $N,M\ge1$.

```lean
variable {N M : ℕ}

/-- One mesh step in the x direction. -/
def ex : Torus N M := (1, 0)

/-- One mesh step in the y direction. -/
def ey : Torus N M := (0, 1)
```

These are $e_x$ and $e_y$. For $N=1$ the step `ex` is zero and each $x$ link joins a point to itself; the claim then reads that a unit $c\neq1$ differs from $\overline{g(k)}\,g(k)=1$.

```lean
/-- Product of the four links around the plaquette with lower-left corner `k`. -/
def plaquette (Ux Uy : Torus N M → ℂ) (k : Torus N M) : ℂ :=
  Ux k * Uy (k + ex) * conj (Ux (k + ey)) * conj (Uy k)
```

This is $P(k)$, traversed in the order $k$, $k+e_x$, $k+e_x+e_y$, $k+e_y$. A link passed backwards enters through its conjugate, which is its inverse when the link has modulus one. The arguments `Ux` and `Uy` are arbitrary complex functions on the mesh. No Hamiltonian and no Bloch state appears: the links are given data, and unit modulus is a hypothesis wherever it is needed. The links are numbers, as for one band; the matrix-valued links of several bands are not treated.

```lean
/-- The link along the step `e` generated by site phases `g`. -/
def gaugeLink (g : Torus N M → ℂ) (e k : Torus N M) : ℂ := conj (g k) * g (k + e)

/-- A link field is pure gauge if unit site phases generate the links in both directions. -/
def IsPureGauge (Ux Uy : Torus N M → ℂ) : Prop :=
  ∃ g : Torus N M → ℂ, (∀ k, ‖g k‖ = 1) ∧
    (∀ k, Ux k = gaugeLink g ex k) ∧ (∀ k, Uy k = gaugeLink g ey k)
```

`gaugeLink g e k` is $\overline{g(k)}\,g(k+e)$, with the conjugate at the start of the link, as for a bra. `IsPureGauge` asks for one function `g` of modulus one that generates both families of links. Since `g` is a function on the torus, it is periodic by construction, and no such single-valued `g` generates the links of the counter-example.

```lean
/-- Product of the links along `n` consecutive steps `e`, starting at `k`. -/
def wilsonLine (U : Torus N M → ℂ) (e : Torus N M) (n : ℕ) (k : Torus N M) : ℂ :=
  ∏ j ∈ range n, U (k + j • e)
```

`range n` is $\{0,\dots,n-1\}$ and `j • e` is $je$, so this is $W(U,e,n,k)$.

```lean
/-- A unit phase times its conjugate is one. -/
theorem conj_mul_unit {z : ℂ} (h : ‖z‖ = 1) : conj z * z = 1 := by
  rw [mul_comm, Complex.mul_conj, Complex.normSq_eq_norm_sq, h]
  simp
```

The identity $\bar zz=|z|^2=1$ carries every cancellation below.

```lean
/-- A Wilson line of links generated by unit site phases telescopes to its end-point phases. -/
theorem wilsonLine_gaugeLink (g : Torus N M → ℂ) (hg : ∀ k, ‖g k‖ = 1) (e k : Torus N M)
    (n : ℕ) : wilsonLine (gaugeLink g e) e n k = conj (g k) * g (k + n • e) := by
  unfold wilsonLine
  induction n with
  | zero =>
    rw [prod_range_zero, zero_nsmul, add_zero, conj_mul_unit (hg k)]
  | succ n ih =>
    rw [prod_range_succ, ih, gaugeLink, succ_nsmul, ← add_assoc]
    -- the intermediate phase cancels against its conjugate
    have h := conj_mul_unit (hg (k + n • e))
    linear_combination (conj (g k) * g (k + n • e + e)) * h
```

This is the telescoping step, for any step `e` and any length `n`. The induction follows the argument by hand. In the successor case `prod_range_succ` splits off the last link and `ih` replaces the first $n$ links by their end-point phases. The two sides then differ by $\overline{g(k)}\,g(k+ne+e)$ times $\overline{g(k+ne)}\,g(k+ne)-1$, which is the coefficient and the equation handed to `linear_combination`.

```lean
/-- Every plaquette of a pure-gauge link field equals one. -/
theorem plaquette_of_pureGauge {Ux Uy : Torus N M → ℂ} (h : IsPureGauge Ux Uy)
    (k : Torus N M) : plaquette Ux Uy k = 1 := by
  obtain ⟨g, hg, hx, hy⟩ := h
  have hc : k + ey + ex = k + ex + ey := add_right_comm _ _ _
  simp only [plaquette, hx, hy, gaugeLink, map_mul, Complex.conj_conj, hc]
  -- each of the four corners contributes a phase and its conjugate
  calc _ = (conj (g k) * g k) * (conj (g (k + ex)) * g (k + ex))
        * (conj (g (k + ex + ey)) * g (k + ex + ey)) * (conj (g (k + ey)) * g (k + ey)) := by
        ring
    _ = 1 := by simp only [conj_mul_unit (hg _), mul_one]
```

Pure gauge implies flat. The equation `hc` identifies the upper-right corner reached by the two routes. After the links are replaced by their gauge form, `ring` regroups the eight factors by corner, and each pair is one. The counter-example refutes the converse of this theorem.

```lean
/-- For links generated by unit site phases, the Wilson loops winding once around the torus
in x (`N` steps) and in y (`M` steps) equal one. -/
theorem wilsonLoop_gaugeLink [NeZero N] [NeZero M] (g : Torus N M → ℂ) (hg : ∀ k, ‖g k‖ = 1)
    (k : Torus N M) :
    wilsonLine (gaugeLink g ex) ex N k = 1 ∧ wilsonLine (gaugeLink g ey) ey M k = 1 := by
  -- the loops close on the torus
  have hN : N • (ex : Torus N M) = 0 := by
    ext <;> simp [ex]
  have hM : M • (ey : Torus N M) = 0 := by
    ext <;> simp [ey]
  rw [wilsonLine_gaugeLink g hg, wilsonLine_gaugeLink g hg, hN, hM, add_zero]
  exact ⟨conj_mul_unit (hg k), conj_mul_unit (hg k)⟩
```

Both winding loops of generated links equal one, from every starting point `k`. The equations `hN` and `hM` state $Ne_x=0$ and $Me_y=0$, checked component by component; this is where the periodicity of the mesh enters the obstruction. The telescoped lines then end where they began.

```lean
/-- Constant unit links `c` along x and `d` along y have all plaquettes equal to one. -/
theorem plaquette_const {c d : ℂ} (hc : ‖c‖ = 1) (hd : ‖d‖ = 1) (k : Torus N M) :
    plaquette (fun _ => c) (fun _ => d) k = 1 := by
  unfold plaquette
  calc _ = (conj c * c) * (conj d * d) := by ring
    _ = 1 := by rw [conj_mul_unit hc, conj_mul_unit hd, mul_one]
```

The plaquette $c\,d\,\bar c\,\bar d$ is regrouped as $(\bar cc)(\bar dd)$.

```lean
/-- If a constant link `c` agrees everywhere with the link generated by `g` along `e`, the
Wilson line of `n` steps equals `c ^ n`. -/
theorem wilsonLine_const {c : ℂ} {g : Torus N M → ℂ} {e : Torus N M}
    (h : ∀ k, c = gaugeLink g e k) (n : ℕ) (k : Torus N M) :
    wilsonLine (gaugeLink g e) e n k = c ^ n := by
  unfold wilsonLine
  simp only [← h, prod_const, card_range]
```

The value $c^n$ of a line of constant links is stated in the form in which it is used: if the generated link equals $c$ at every point, its Wilson line is a product of $n$ equal factors. Neither `c` nor `g` needs unit modulus here.

```lean
/-- On the torus take `Ux = c`, `Uy = 1` with `c` a unit phase and `c ^ N ≠ 1`: all plaquettes
equal one, yet no unit site phases `g` satisfy `c = conj (g k) * g (k + ex)` for all `k`. -/
theorem flat_not_pureGauge [NeZero N] [NeZero M] {c : ℂ} (hc : ‖c‖ = 1) (hN : c ^ N ≠ 1) :
    (∀ k : Torus N M, plaquette (fun _ => c) (fun _ => 1) k = 1) ∧
      ¬ ∃ g : Torus N M → ℂ, (∀ k, ‖g k‖ = 1) ∧ ∀ k, c = conj (g k) * g (k + ex) := by
  refine ⟨plaquette_const hc norm_one, ?_⟩
  rintro ⟨g, hg, hx⟩
  -- the winding Wilson loop is both `c ^ N` and one
  have h1 := (wilsonLoop_gaugeLink g hg 0).1
  have h2 := wilsonLine_const (c := c) (g := g) (e := ex) hx N 0
  exact hN (h2.symm.trans h1)
```

This is the main statement. For $N,M\ge1$, a complex $c$ with $|c|=1$ (`hc`) and $c^N\neq1$ (`hN`), two things hold. All plaquettes of the field with `fun _ => c` along $x$ and `fun _ => 1` along $y$ equal one. And there is no unit-modulus `g` on the torus with $c=\overline{g(k)}\,g(k+e_x)$ for every $k$. The second part puts no condition on the $y$ links of `g`, so it is stronger than the negation of `IsPureGauge`: the $x$ links alone cannot be reproduced. The plaquette flux, which is minus the argument of $P(k)$ in the sign convention used above for the Berry phase, and the lattice Chern number built from its sum are not defined in the code; flatness appears only as $P(k)=1$.

The proof takes flatness from `plaquette_const` with $d=1$. Given a supposed `g`, it evaluates the loop through the origin twice: `h1` says that it equals one and `h2` that it equals $c^N$. Together they give $c^N=1$, against `hN`.

```lean
/-- If `c ^ n = 1`, the phase `c ^ a` on a ring of `n` sites gains a factor `c` at every step,
including the step across the boundary. -/
theorem pow_val_succ {n : ℕ} [NeZero n] {c : ℂ} (h : c ^ n = 1) (a : ZMod n) :
    c ^ (a + 1).val = c ^ a.val * c := by
  have hv : (a + 1).val = (a.val + 1) % n := by
    rw [← ZMod.val_natCast, Nat.cast_add, Nat.cast_one, ZMod.natCast_zmod_val]
  rw [hv, ← pow_eq_pow_mod _ h, pow_succ]
```

For a residue `a` modulo $n$, `a.val` is its representative in $\{0,\dots,n-1\}$. The equation `hv` says that the representative of $a+1$ is $(a+1)\bmod n$, and `pow_eq_pow_mod` removes the reduction from the exponent, using $c^n=1$. This is the boundary step in the converse by hand.

```lean
/-- Constant links `c` along x and `d` along y are pure gauge exactly when `c ^ N = 1` and
`d ^ M = 1`. -/
theorem const_pureGauge_iff [NeZero N] [NeZero M] (c d : ℂ) :
    IsPureGauge (fun _ : Torus N M => c) (fun _ => d) ↔ c ^ N = 1 ∧ d ^ M = 1 := by
  constructor
  · rintro ⟨g, hg, hx, hy⟩
    have h := wilsonLoop_gaugeLink g hg 0
    exact ⟨(wilsonLine_const (c := c) hx N 0).symm.trans h.1,
      (wilsonLine_const (c := d) hy M 0).symm.trans h.2⟩
  · rintro ⟨hc, hd⟩
    have hc1 : ‖c‖ = 1 := Complex.norm_eq_one_of_pow_eq_one hc (NeZero.ne N)
    have hd1 : ‖d‖ = 1 := Complex.norm_eq_one_of_pow_eq_one hd (NeZero.ne M)
    -- plane-wave site phases
    have hg : ∀ k : Torus N M, ‖c ^ k.1.val * d ^ k.2.val‖ = 1 := by
      intro k
      rw [norm_mul, norm_pow, norm_pow, hc1, hd1, one_pow, one_pow, one_mul]
    refine ⟨fun k => c ^ k.1.val * d ^ k.2.val, hg, fun k => ?_, fun k => ?_⟩
    · have h := conj_mul_unit (hg k)
      simp only [gaugeLink, ex, Prod.fst_add, Prod.snd_add, add_zero, pow_val_succ hc]
      linear_combination (-c) * h
    · have h := conj_mul_unit (hg k)
      simp only [gaugeLink, ey, Prod.fst_add, Prod.snd_add, add_zero, pow_val_succ hd]
      linear_combination (-d) * h
```

The criterion is stated for arbitrary complex `c` and `d`. Unit modulus is not assumed: if it fails, both sides of the equivalence are false, the right side because $N,M\ge1$. The forward direction repeats the comparison of the main theorem in both directions. The converse obtains $|c|=|d|=1$ from `Complex.norm_eq_one_of_pow_eq_one`, takes `c ^ k.1.val * d ^ k.2.val` as $g(k)$, and uses `pow_val_succ` to write the shifted phase as $g(k)$ times $c$. The remaining goal $c=\overline{g(k)}\,g(k)\,c$ is $-c$ times the equation $\overline{g(k)}\,g(k)=1$, rearranged, and likewise for $d$. The equivalence concerns constant links only; a position-dependent flat field with trivial winding loops is not shown to be pure gauge.

```lean
/-- The phase `exp (iπ / N)` has unit modulus and its `N`-th power differs from one. -/
theorem flat_not_pureGauge_witness [NeZero N] :
    ‖Complex.exp ((Real.pi / N : ℝ) * Complex.I)‖ = 1 ∧
      Complex.exp ((Real.pi / N : ℝ) * Complex.I) ^ N ≠ 1 := by
  refine ⟨Complex.norm_exp_ofReal_mul_I _, ?_⟩
  have hN : (N : ℂ) ≠ 0 := Nat.cast_ne_zero.mpr (NeZero.ne N)
  have h : (N : ℂ) * (((Real.pi / N : ℝ) : ℂ) * Complex.I) = Real.pi * Complex.I := by
    push_cast
    field_simp
  rw [← Complex.exp_nat_mul, h, Complex.exp_pi_mul_I]
  norm_num

end

end FlatTorusHolonomy
```

The last theorem supplies `hc` and `hN` of `flat_not_pureGauge` for $c=e^{i\pi/N}$ and every $N\ge1$; it does not involve $M$, so the same $c$ serves for each $M\ge1$. Its statement records $|c|=1$ and $c^N\neq1$. The value $-1$ appears inside the proof: `h` is $N\cdot i\pi/N=i\pi$, `Complex.exp_nat_mul` turns the power into $e^{i\pi}$, and `Complex.exp_pi_mul_I` evaluates it, leaving $-1\neq1$.

```lean
#print axioms FlatTorusHolonomy.plaquette_of_pureGauge
-- 'FlatTorusHolonomy.plaquette_of_pureGauge' depends on axioms: [propext, Classical.choice, Quot.sound]
#print axioms FlatTorusHolonomy.flat_not_pureGauge
-- 'FlatTorusHolonomy.flat_not_pureGauge' depends on axioms: [propext, Classical.choice, Quot.sound]
#print axioms FlatTorusHolonomy.const_pureGauge_iff
-- 'FlatTorusHolonomy.const_pureGauge_iff' depends on axioms: [propext, Classical.choice, Quot.sound]
```
